# An exponentially growing solution of coupled nuclear and auxiliary Verlet recurrences for $(A-k)^2 < 4kB$

In extended-Lagrangian Born–Oppenheimer molecular dynamics an auxiliary electronic variable is propagated alongside the nuclei with the same Verlet step. It oscillates in a harmonic well whose centre follows the nuclei, and the nuclear force can depend on it in turn, for instance when the self-consistency cycle started from it is stopped before convergence. Each oscillator may be stable on its own, which raises the question whether the pair is. In a linear model with one nuclear coordinate $x_n$ and one auxiliary variable $y_n$ at step $n$, without damping or noise,

$$x_{n+2} = 2x_{n+1} - x_n - A x_{n+1} - B y_{n+1}, \qquad y_{n+2} = 2y_{n+1} - y_n + k\,(x_{n+1} - y_{n+1}).$$

Here $A$ is the nuclear stiffness at $y = 0$, $k$ is the stiffness of the auxiliary well, and $B$ is the postulated sensitivity of the nuclear force to $y$. Each is a coefficient with the dimension of a squared frequency, multiplied by the squared time step, and $y$ is scaled so that its well is centred at $x$. The condition $(A-k)^2 < 4kB$ requires $kB > 0$ and a detuning $|A-k|$ below $2\sqrt{kB}$. The sign $kB > 0$ is an assumption of the model: a bilinear coupling derived from one shared potential has the opposite sign, as the last section notes.

## The recurrences and the notions of growth

```lean
import Mathlib

open Complex

namespace CoupledVerletResonance
```

Trajectories are real sequences indexed from $n = 0$, and the real constants $A$, $B$, $k$ carry no sign restriction.

```lean
/-- The coupled Verlet recurrences for a nuclear coordinate `x` (stiffness `A`, force `-B y`
from the auxiliary variable) and an auxiliary variable `y` pulled towards `x` with strength `k`. -/
def IsCoupledSolution (A B k : ℝ) (x y : ℕ → ℝ) : Prop :=
  ∀ n, x (n + 2) = 2 * x (n + 1) - x n - A * x (n + 1) - B * y (n + 1) ∧
    y (n + 2) = 2 * y (n + 1) - y n + k * (x (n + 1) - y (n + 1))
```

A sequence $u_n$ is unbounded if $|u_n|$ exceeds every real $C$ at some step.

```lean
/-- A trajectory is unbounded if its magnitude exceeds every bound at some step. -/
def Unbounded (u : ℕ → ℝ) : Prop := ∀ C : ℝ, ∃ n, C < |u n|
```

Growth at rate $r$ is the lower bound $c_0 r^n \le |u_n| + |u_{n+1}|$ for all $n$, with a fixed $c_0 > 0$ (the `c` of the definition). Two steps appear because an oscillating sequence can vanish at a single one. The bound expresses actual growth only for $r > 1$; for $r \le 1$ a bounded sequence can satisfy it.

```lean
/-- A trajectory grows at rate `r` if the magnitudes at two consecutive steps add up to at
least `c rⁿ`, for a fixed `c > 0`. -/
def GrowsAtRate (r : ℝ) (u : ℕ → ℝ) : Prop :=
  ∃ c : ℝ, 0 < c ∧ ∀ n, c * r ^ n ≤ |u n| + |u (n + 1)|
```

`mode c z` is the sequence $\operatorname{Re}(c z^n)$, with complex amplitude $c$ and complex amplification factor $z$.

```lean
/-- The real part of the mode with complex amplitude `c` and amplification factor `z`. -/
noncomputable def mode (c z : ℂ) (n : ℕ) : ℝ := (c * z ^ n).re
```

## (a) A non-real root of the secular equation

*Insert $x_n = a z^n$, $y_n = b z^n$ with complex $a$, $b$, and show that the resulting equation for $\mu = z + 1/z - 2$ has a non-real root if $(A-k)^2 < 4kB$.*

Since $z^{n+2} - 2z^{n+1} + z^n = \mu z^{n+1}$, the recurrences become $(\mu + A)a + Bb = 0$ and $-ka + (\mu + k)b = 0$. The determinant vanishes when
$$(\mu + A)(\mu + k) + kB = 0 .$$
The discriminant is $(A+k)^2 - 4Ak - 4kB = (A-k)^2 - 4kB < 0$. With $s = \sqrt{4kB - (A-k)^2} > 0$, a root is $\mu = -\tfrac{A+k}{2} + \tfrac{i s}{2}$. Lean supplies this root and verifies it by `linear_combination` from $i^2 = -1$ and the value of $s^2$; the ansatz is checked in (c).

```lean
/-- If `(A - k)² < 4kB`, the secular equation `(μ + A)(μ + k) + kB = 0` has a non-real root. -/
theorem exists_nonreal_secular_root {A B k : ℝ} (h : (A - k) ^ 2 < 4 * k * B) :
    ∃ μ : ℂ, μ.im ≠ 0 ∧ (μ + A) * (μ + k) + k * B = 0 := by
  have hd : 0 < 4 * k * B - (A - k) ^ 2 := by linarith
  obtain ⟨s, hs0, hs⟩ : ∃ s : ℝ, 0 < s ∧ s ^ 2 = 4 * k * B - (A - k) ^ 2 :=
    ⟨Real.sqrt _, Real.sqrt_pos.mpr hd, Real.sq_sqrt hd.le⟩
  have hsC : (s : ℂ) ^ 2 = 4 * k * B - (A - k) ^ 2 := by exact_mod_cast hs
  refine ⟨((-(A + k) / 2 : ℝ) : ℂ) + ((s / 2 : ℝ) : ℂ) * I, ?_, ?_⟩
  · simp only [Complex.add_im, Complex.ofReal_im, Complex.mul_im, Complex.ofReal_re,
      Complex.I_im, Complex.I_re]
    apply ne_of_gt
    linarith
  · push_cast
    linear_combination ((s : ℂ) ^ 2 / 4) * Complex.I_sq - (1 / 4) * hsC
```

## (b) An amplification factor outside the unit circle

*For non-real $\mu$, show that $z^2 = (2+\mu)z - 1$ has a non-real root with $|z| > 1$.*

No root is zero, so $\mu = z + 1/z - 2$. A real $z$ would make $\mu$ real. If $|z| = 1$, then $1/z = \bar z$ and $\mu = 2\operatorname{Re} z - 2$ is real again. The roots are $(2 + \mu \pm w)/2$ with $w^2 = (2+\mu)^2 - 4$, and their product is $1$. Neither has modulus one, so one has modulus above one. In Lean, `key` avoids the division by using the real and imaginary parts `h1`, `h2` of the quadratic, `hp` is the product of the roots, and the final case split picks the larger root.

```lean
/-- For non-real `μ` the Verlet characteristic equation `z² = (2 + μ) z - 1` has a non-real
root outside the unit circle. -/
theorem exists_unstable_factor {μ : ℂ} (hμ : μ.im ≠ 0) :
    ∃ z : ℂ, 1 < ‖z‖ ∧ z.im ≠ 0 ∧ z ^ 2 = (2 + μ) * z - 1 := by
  -- every root is non-real and off the unit circle
  have key : ∀ z : ℂ, z ^ 2 = (2 + μ) * z - 1 → z.im ≠ 0 ∧ ‖z‖ ≠ 1 := by
    intro z hz
    have h1 : z.re * z.re - z.im * z.im = (2 + μ.re) * z.re - μ.im * z.im - 1 := by
      have := congrArg Complex.re hz
      simp [sq] at this
      linarith
    have h2 : z.re * z.im + z.im * z.re = (2 + μ.re) * z.im + μ.im * z.re := by
      have := congrArg Complex.im hz
      simp [sq] at this
      linarith
    constructor
    · intro h0
      rw [h0] at h1 h2
      have h3 : μ.im * z.re = 0 := by linarith
      have hr : z.re = 0 := (mul_eq_zero.mp h3).resolve_left hμ
      rw [hr] at h1
      linarith
    · intro h
      have hn : z.re * z.re + z.im * z.im = 1 := by
        rw [← Complex.normSq_apply, Complex.normSq_eq_norm_sq, h]
        norm_num
      apply hμ
      linear_combination z.im * h1 - z.re * h2 - (μ.im - z.im) * hn
  obtain ⟨w, hw⟩ := IsAlgClosed.exists_pow_nat_eq ((2 + μ) ^ 2 - 4) (n := 2) (by norm_num)
  have r1 : ((2 + μ + w) / 2) ^ 2 = (2 + μ) * ((2 + μ + w) / 2) - 1 := by
    linear_combination (1 / 4) * hw
  have r2 : ((2 + μ - w) / 2) ^ 2 = (2 + μ) * ((2 + μ - w) / 2) - 1 := by
    linear_combination (1 / 4) * hw
  -- the two roots are reciprocal
  have hp : ((2 + μ + w) / 2) * ((2 + μ - w) / 2) = 1 := by
    linear_combination (-1 / 4) * hw
  have hn : ‖(2 + μ + w) / 2‖ * ‖(2 + μ - w) / 2‖ = 1 := by
    rw [← norm_mul, hp, norm_one]
  rcases lt_or_gt_of_ne (key _ r1).2 with hlt | hgt
  · refine ⟨_, ?_, (key _ r2).1, r2⟩
    by_contra hc
    have hle := not_lt.mp hc
    have := mul_le_mul_of_nonneg_left hle (norm_nonneg ((2 + μ + w) / 2))
    linarith
  · exact ⟨_, hgt, (key _ r1).1, r1⟩
```

## (c) Real solutions from a complex mode

*Given both equations for $\mu$ and $z$, show that $x_n = \operatorname{Re}[(\mu + k)z^n]$ and $y_n = \operatorname{Re}[k z^n]$ solve the recurrences.*

Take $a = \mu + k$, $b = k$. The second amplitude equation reads $-k(\mu+k) + (\mu+k)k = 0$, and the first is the secular equation. The coefficients are real, so the real parts are solutions too. This last step is `re1` and `re2`, and the two `linear_combination` calls establish the complex recurrences.

```lean
/-- If `μ` solves the secular equation and `z² = (2 + μ) z - 1`, the real parts of
`(μ + k) zⁿ` and `k zⁿ` solve the coupled recurrences. -/
theorem mode_isCoupledSolution {A B k : ℝ} {μ z : ℂ}
    (hμ : (μ + A) * (μ + k) + k * B = 0) (hz : z ^ 2 = (2 + μ) * z - 1) :
    IsCoupledSolution A B k (mode (μ + k) z) (mode k z) := by
  have re1 : ∀ X2 X1 X0 Y1 : ℂ, X2 = 2 * X1 - X0 - A * X1 - B * Y1 →
      X2.re = 2 * X1.re - X0.re - A * X1.re - B * Y1.re := by
    intro X2 X1 X0 Y1 h
    rw [h]
    simp
  have re2 : ∀ Y2 Y1 Y0 X1 : ℂ, Y2 = 2 * Y1 - Y0 + k * (X1 - Y1) →
      Y2.re = 2 * Y1.re - Y0.re + k * (X1.re - Y1.re) := by
    intro Y2 Y1 Y0 X1 h
    rw [h]
    simp
  intro n
  unfold mode
  exact ⟨re1 _ _ _ _ (by linear_combination (μ + k) * z ^ n * hz + z ^ (n + 1) * hμ),
    re2 _ _ _ _ (by linear_combination k * z ^ n * hz)⟩
```

## (d) Growth of the real part

*For $c \ne 0$ and non-real $z$, show that $\operatorname{Re}(c z^n)$ grows at rate $|z|$.*

For any complex $w$, $\operatorname{Re}(wz) = \operatorname{Re} w \operatorname{Re} z - \operatorname{Im} w \operatorname{Im} z$, hence
$$|\operatorname{Im} z|\,|\operatorname{Im} w| \le |\operatorname{Re} w|\,|\operatorname{Re} z| + |\operatorname{Re}(wz)| .$$
Combined with $|w| \le |\operatorname{Re} w| + |\operatorname{Im} w|$ and $K = |\operatorname{Im} z| + |\operatorname{Re} z| + 1$, this gives $|\operatorname{Im} z|\,|w| \le K\,(|\operatorname{Re} w| + |\operatorname{Re}(wz)|)$, which is `key`. Setting $w = c z^n$ yields the bound with $c_0 = |\operatorname{Im} z|\,|c|/K > 0$.

```lean
/-- The real part of a mode with non-zero amplitude and non-real amplification factor `z`
grows at rate `|z|`. -/
theorem mode_growsAtRate {c z : ℂ} (hc : c ≠ 0) (hz : z.im ≠ 0) :
    GrowsAtRate ‖z‖ (mode c z) := by
  -- two consecutive real parts control the modulus
  have key : ∀ w : ℂ,
      |z.im| * ‖w‖ ≤ (|z.im| + |z.re| + 1) * (|w.re| + |(w * z).re|) := by
    intro w
    have h1 := Complex.norm_le_abs_re_add_abs_im w
    have h2 : |z.im| * |w.im| ≤ |w.re| * |z.re| + |(w * z).re| := by
      have e : z.im * w.im = w.re * z.re - (w * z).re := by
        rw [Complex.mul_re]
        ring
      rw [← abs_mul, ← abs_mul, e]
      exact abs_sub _ _
    nlinarith [mul_le_mul_of_nonneg_left h1 (abs_nonneg z.im), abs_nonneg w.re,
      mul_nonneg (abs_nonneg z.im) (abs_nonneg (w * z).re),
      mul_nonneg (abs_nonneg z.re) (abs_nonneg (w * z).re)]
  have hK : 0 < |z.im| + |z.re| + 1 := by positivity
  refine ⟨|z.im| * ‖c‖ / (|z.im| + |z.re| + 1),
    div_pos (mul_pos (abs_pos.mpr hz) (norm_pos_iff.mpr hc)) hK, fun n => ?_⟩
  have := key (c * z ^ n)
  rw [norm_mul, norm_pow, mul_assoc c, ← pow_succ] at this
  unfold mode
  rw [div_mul_eq_mul_div, div_le_iff₀ hK]
  linarith
```

## (e) Growth at a rate above one is unbounded

*Show that growth at a rate $r > 1$ implies unboundedness.*

Given $C$, choose $n$ with $r^n > 2C/c_0$ (`pow_unbounded_of_one_lt`). Then $|u_n| + |u_{n+1}| > 2C$, so one of the two terms exceeds $C$, which is the `by_cases` step.

```lean
/-- A trajectory growing at a rate `r > 1` is unbounded. -/
theorem GrowsAtRate.unbounded {r : ℝ} {u : ℕ → ℝ} (hr : 1 < r) (h : GrowsAtRate r u) :
    Unbounded u := by
  obtain ⟨c, hc, hu⟩ := h
  intro C
  obtain ⟨n, hn⟩ := pow_unbounded_of_one_lt (2 * C / c) hr
  rw [div_lt_iff₀ hc] at hn
  have := hu n
  by_cases h1 : C < |u n|
  · exact ⟨n, h1⟩
  · exact ⟨n + 1, by linarith [not_lt.mp h1]⟩
```

## (f) Both components grow at a common rate

*For $(A-k)^2 < 4kB$, find $r > 1$ and a real solution with $x$ and $y$ both growing at rate $r$.*

Take $\mu$ from (a), $z$ from (b), the solution from (c), and $r = |z|$. Part (d) needs non-zero amplitudes. The amplitude $\mu + k$ has imaginary part $\operatorname{Im}\mu \ne 0$ (`ha`), and $k = 0$ would turn the hypothesis into $A^2 < 0$ (`hk`). The theorem provides one such trajectory; it makes no statement about all initial data and no formula for $r$.

```lean
/-- If `(A - k)² < 4kB`, the coupled recurrences have a real solution whose nuclear and
auxiliary components both grow at a common rate `r > 1`. -/
theorem exists_exponentially_growing_solution {A B k : ℝ} (h : (A - k) ^ 2 < 4 * k * B) :
    ∃ (r : ℝ) (x y : ℕ → ℝ), 1 < r ∧ IsCoupledSolution A B k x y ∧
      GrowsAtRate r x ∧ GrowsAtRate r y := by
  obtain ⟨μ, hμ, hsec⟩ := exists_nonreal_secular_root h
  obtain ⟨z, hz, hzi, hchar⟩ := exists_unstable_factor hμ
  have ha : μ + k ≠ 0 := by
    intro h0
    apply hμ
    simpa using congrArg Complex.im h0
  have hk : (k : ℂ) ≠ 0 := by
    intro h0
    have hk0 : k = 0 := by exact_mod_cast h0
    rw [hk0] at h
    nlinarith [sq_nonneg (A - 0)]
  exact ⟨‖z‖, _, _, hz, mode_isCoupledSolution hsec hchar, mode_growsAtRate ha hzi,
    mode_growsAtRate hk hzi⟩
```

## (g) An unbounded solution

*Under the same hypothesis, show that some real solution has both components unbounded.*

Apply (e) to each component in (f).

```lean
/-- If `(A - k)² < 4kB`, the coupled recurrences have a real solution in which both the
nuclear and the auxiliary component are unbounded. -/
theorem exists_unbounded_solution {A B k : ℝ} (h : (A - k) ^ 2 < 4 * k * B) :
    ∃ x y : ℕ → ℝ, IsCoupledSolution A B k x y ∧ Unbounded x ∧ Unbounded y := by
  obtain ⟨r, x, y, hr, hs, hx, hy⟩ := exists_exponentially_growing_solution h
  exact ⟨x, y, hs, hx.unbounded hr, hy.unbounded hr⟩
```

## (h) Exact resonance

*For $A = k$ and $kB > 0$, show that an unbounded solution exists however weak the coupling.*

The hypothesis of (g) becomes $0 < 4kB$.

```lean
/-- At exact resonance `A = k`, every coupling with `kB > 0` admits a solution with both
components unbounded. -/
theorem exists_unbounded_solution_at_resonance {B k : ℝ} (h : 0 < k * B) :
    ∃ x y : ℕ → ℝ, IsCoupledSolution k B k x y ∧ Unbounded x ∧ Unbounded y :=
  exists_unbounded_solution (by nlinarith)
```

## (i) The isolated oscillator is bounded

*For $0 < A < 4$, show that every solution of $u_{n+2} = 2u_{n+1} - u_n - A u_{n+1}$ is bounded.*

Let $Q_n = u_{n+1}^2 + u_n^2 - (2-A)u_n u_{n+1}$. Then
$$Q_{n+1} - Q_n = (u_{n+2} - u_n)\,[\,u_{n+2} + u_n - (2-A)u_{n+1}\,] = 0,$$
so $Q_n = Q_0$, which is `inv`, proved by induction. Completing the square,
$$Q_n = \Big(u_{n+1} - \tfrac{2-A}{2}u_n\Big)^2 + \tfrac{A(4-A)}{4}\,u_n^2 ,$$
hence $|u_n| \le \sqrt{4Q_0/(A(4-A))}$, and `nlinarith` receives exactly this square. The result covers $x$ at $B = 0$ and, with $k$ in place of $A$, $y$ at $x = 0$.

```lean
/-- Every trajectory of an isolated Verlet oscillator with stiffness `0 < A < 4` is bounded. -/
theorem isolated_verlet_bounded {A : ℝ} (h0 : 0 < A) (h4 : A < 4) {u : ℕ → ℝ}
    (h : ∀ n, u (n + 2) = 2 * u (n + 1) - u n - A * u (n + 1)) :
    ∃ C : ℝ, ∀ n, |u n| ≤ C := by
  -- conserved quadratic form
  have inv : ∀ n, u (n + 1) ^ 2 + u n ^ 2 - (2 - A) * u n * u (n + 1)
      = u (0 + 1) ^ 2 + u 0 ^ 2 - (2 - A) * u 0 * u (0 + 1) := by
    intro n
    induction n with
    | zero => rfl
    | succ n ih =>
      have hn : u (n + 1 + 1) = 2 * u (n + 1) - u n - A * u (n + 1) := h n
      rw [hn]
      linear_combination ih
  have hp : 0 < A * (4 - A) / 4 := div_pos (mul_pos h0 (by linarith)) (by norm_num)
  refine ⟨Real.sqrt ((u (0 + 1) ^ 2 + u 0 ^ 2 - (2 - A) * u 0 * u (0 + 1)) /
    (A * (4 - A) / 4)), fun n => Real.abs_le_sqrt ?_⟩
  rw [le_div_iff₀ hp]
  nlinarith [inv n, sq_nonneg (u (n + 1) - (2 - A) * u n / 2)]

end CoupledVerletResonance
```

```lean
#print axioms CoupledVerletResonance.exists_exponentially_growing_solution
#print axioms CoupledVerletResonance.exists_unbounded_solution_at_resonance
#print axioms CoupledVerletResonance.isolated_verlet_bounded
```

```
'CoupledVerletResonance.exists_exponentially_growing_solution' depends on axioms: [propext, Classical.choice, Quot.sound]
'CoupledVerletResonance.exists_unbounded_solution_at_resonance' depends on axioms: [propext, Classical.choice, Quot.sound]
'CoupledVerletResonance.isolated_verlet_bounded' depends on axioms: [propext, Classical.choice, Quot.sound]
```

## Time step, boundary cases and the sign of the coupling

For simulation practice, in this linear two-variable model the separate Verlet limits $0 < A < 4$ and $0 < k < 4$ do not secure the stability of the coupled scheme. The condition of (f) is homogeneous in $A$, $B$, $k$, so at fixed frequencies a smaller time step leaves it in force. If instead the dimensionless $k \ne 0$ is held fixed while $A$ and $B$ shrink with the squared time step, the left side tends to $k^2$ and the right side to zero, and the condition fails for a small enough step.

This scaling argument and the observations below are reasoned in ordinary mathematics only and are not among the theorems above. With time measured in steps, the continuous-time equations $\ddot x = -Ax - By$, $\ddot y = k(x - y)$ with the ansatz $e^{\lambda t}$, $\lambda$ complex, give the same secular equation for $\mu = \lambda^2$. A non-real $\mu$ has square roots $\pm\lambda$ with non-zero real part, so one of them grows.

The strict inequality matters in (g) and (h): for $A = k = 1$, $B = 0$ both sides are zero, $x$ is an isolated oscillator, and (i) bounds it. The condition is not necessary for unboundedness either: at $B = 0$ the choice $A = 0$ admits $x_n = n$, and $A = 4$ admits $x_n = (-1)^n n$, which also shows why (i) excludes its endpoints.

Finally, $kB > 0$ means that the cross terms $-By$ and $+kx$ have coefficients of opposite sign. A bilinear coupling from one shared potential with positive masses gives equal signs, $kB < 0$, where the hypothesis fails.
